# A covariant Hermitian operator that preserves an irreducible subspace is scalar on it at the equal-weight state average

A code that builds its effective Hamiltonian from the density of one component of a degenerate level can split the level artificially. Take one particle on a ring with sites $0,1,2$. Let the mean-field matrix have $-1$ off the diagonal, the tunnelling amplitude between sites, and the site occupations on the diagonal, an on-site repulsion of unit strength (for a single particle this term is pure self-interaction, an artefact of the mean-field model rather than a physical force). The orbitals $(1,-1,0)/\sqrt2$ and $(1,1,-2)/\sqrt6$ are symmetry partners. Filling the first gives occupations $(\tfrac12,\tfrac12,0)$, and the two orbitals then have expectation values $3/2$ and $7/6$. Equal weights remove such a splitting, provided the operator is built covariantly and maps the partner subspace into itself.

## One eigenvalue on the averaged subspace

Let a group $G$ act on $\mathbb C^n$ by unitary matrices $U_g$ with $U_{gh}=U_gU_h$. Let $W$ be an irreducible subspace of dimension $d$, $P$ its orthogonal projector, and $D=P/d$. Let $F$ map matrices to matrices, with $F(U_gDU_g^\dagger)=U_gF(D)U_g^\dagger$ for all $g$, $F(D)$ Hermitian and $F(D)W\subseteq W$. Then there is a real $\varepsilon$ with
$$F(D)\,v=\varepsilon v\quad(v\in W),\qquad \varepsilon=\operatorname{tr}\big(F(D)D\big).$$
If $d\ge2$, the projector $\psi\psi^\dagger$ of a unit vector $\psi\in W$ fails to commute with some $U_g$.

## State-averaged and fractionally occupied calculations

In a finite basis at one fixed symmetric geometry, $W$ may be spanned by the partner states of a state-averaged multireference calculation or by the orbitals of an evenly occupied open shell, and $F(D)$ is the matrix that the code diagonalises. At a symmetry-required conical intersection the averaged roots must coincide. A splitting above the numerical noise then means that a hypothesis has failed: the weights are unequal, the average misses part of $W$, the construction of $F$ (grids, orbital selection, a symmetry-broken orbital solution) is not covariant, or $W$ is not irreducible over $\mathbb C$ under unitary $U_g$. Loss of preservation alone does not split the level: $PF(D)P$ still commutes with every $U_g$ and preserves $W$, so by steps 2 to 4 below all unit vectors of $W$ keep the same expectation value; they merely cease to be eigenvectors of $F(D)$.

## From invariance of $D$ to Schur's lemma

1. Unitarity gives $U_g^\dagger=U_g^\dagger U_gU_{g^{-1}}=U_{g^{-1}}$.
2. Put $Q=U_gPU_g^\dagger$, which is Hermitian. For any $v$, $Qv=U_g(PU_g^\dagger v)$ lies in $W$, so $PQ=Q$. Also $U_{g^{-1}}Pv\in W$, so $QPv=U_gU_{g^{-1}}Pv=Pv$ and $QP=P$. The adjoint of $PQ=Q$ is $QP=Q$. Hence $Q=P$ and $U_gDU_g^\dagger=D$.
3. Covariance gives $U_gF(D)=U_gF(D)U_g^\dagger U_g=F(U_gDU_g^\dagger)U_g=F(D)U_g$.
4. Let $A$ commute with every $U_g$ and preserve $W$. Over $\mathbb C$, the restriction of $A$ to $W\ne0$ has an eigenvalue $c$. The space $E=\{v\in W: Av=cv\}$ is nonzero, and $AU_gv=U_gAv=cU_gv$ makes it invariant. Irreducibility forces $E=W$.
5. Take $A=F(D)$. Every $Dv$ lies in $W$, so $F(D)D=cD$. Since $\operatorname{tr}P=d$, $\operatorname{tr}D=1$ and $c=\operatorname{tr}(F(D)D)$. Its conjugate is $\bar c=\operatorname{tr}\big((F(D)D)^\dagger\big)=\operatorname{tr}(DF(D))=c$, so $\varepsilon=c$ is real.
6. Suppose $\rho=\psi\psi^\dagger$ commutes with every $U_g$. It preserves $W$ because $\rho v=(\psi^\dagger v)\psi$, so step 4 gives $\rho v=cv$ on $W$. From $\rho\psi=\psi$ and $\psi^\dagger\psi=1$ follows $c=1$. Every $v\in W$ then equals $(\psi^\dagger v)\psi$, so $d\le1$, against $d\ge2$.

## The Lean file

```lean
import Mathlib

open Matrix Module

namespace StateAveragedDegeneracy

noncomputable section

variable {G n : Type*} [Group G] [Fintype n] [DecidableEq n]
  {U : G →* Matrix n n ℂ} {W : Submodule ℂ (n → ℂ)} {P : Matrix n n ℂ}

/-- Every symmetry operation maps the subspace `W` into itself. -/
def IsInvariant (U : G →* Matrix n n ℂ) (W : Submodule ℂ (n → ℂ)) : Prop :=
  ∀ g, ∀ v ∈ W, U g *ᵥ v ∈ W

/-- `W` is nonzero, invariant, and its only invariant subspaces are `0` and `W`. -/
structure IsIrreducible (U : G →* Matrix n n ℂ) (W : Submodule ℂ (n → ℂ)) : Prop where
  ne_bot : W ≠ ⊥
  invariant : IsInvariant U W
  minimal : ∀ W' ≤ W, IsInvariant U W' → W' = ⊥ ∨ W' = W

/-- `P` is the orthogonal projector on `W`: Hermitian, with values in `W`, fixing `W`. -/
structure IsProjector (P : Matrix n n ℂ) (W : Submodule ℂ (n → ℂ)) : Prop where
  herm : P.IsHermitian
  maps : ∀ v, P *ᵥ v ∈ W
  fixes : ∀ v ∈ W, P *ᵥ v = v

/-- The equal-weight state-averaged density `D = P / dim W`. -/
def stateAverage (P : Matrix n n ℂ) (W : Submodule ℂ (n → ℂ)) : Matrix n n ℂ :=
  (finrank ℂ W : ℂ)⁻¹ • P

/-- The transformed operator `U_g X U_g†`. -/
def rotate (U : G →* Matrix n n ℂ) (g : G) (X : Matrix n n ℂ) : Matrix n n ℂ :=
  U g * X * (U g)ᴴ

/-- Two matrices that act alike on all vectors are equal. -/
lemma matrix_ext {A B : Matrix n n ℂ} (h : ∀ v, A *ᵥ v = B *ᵥ v) : A = B :=
  Matrix.toLin'.injective (LinearMap.ext fun v => by simpa only [toLin'_apply] using h v)

/-- In a unitary representation the adjoint of `U_g` represents the inverse of `g`. -/
lemma adjoint_eq (hU : ∀ g, U g ∈ unitaryGroup n ℂ) (g : G) : (U g)ᴴ = U g⁻¹ := by
  have h1 : (U g)ᴴ * U g = 1 := mem_unitaryGroup_iff'.mp (hU g)
  calc (U g)ᴴ = (U g)ᴴ * (U g * U g⁻¹) := by rw [← map_mul, mul_inv_cancel, map_one, mul_one]
    _ = U g⁻¹ := by rw [← mul_assoc, h1, one_mul]

/-- The projector on an invariant subspace satisfies `U_g P U_g† = P`. -/
theorem projector_invariant (hU : ∀ g, U g ∈ unitaryGroup n ℂ) (hW : IsInvariant U W)
    (hP : IsProjector P W) (g : G) : rotate U g P = P := by
  have hQ : (rotate U g P)ᴴ = rotate U g P := by
    simp [rotate, conjTranspose_mul, hP.herm.eq, mul_assoc]
  -- the rotated projector maps into `W` and fixes `W`
  have hPQ : P * rotate U g P = rotate U g P := matrix_ext fun v => by
    simp only [rotate, ← mulVec_mulVec]
    exact hP.fixes _ (hW g _ (hP.maps _))
  have hQP : rotate U g P * P = P := matrix_ext fun v => by
    simp only [rotate, ← mulVec_mulVec]
    rw [adjoint_eq hU, hP.fixes _ (hW g⁻¹ _ (hP.maps v)), mulVec_mulVec, ← map_mul,
      mul_inv_cancel, map_one, one_mulVec]
  have h := congrArg conjTranspose hPQ
  rw [conjTranspose_mul, hQ, hP.herm.eq, hQP] at h
  exact h.symm

/-- The trace of the projector on `W` is the dimension of `W`. -/
theorem trace_projector (hP : IsProjector P W) : P.trace = (finrank ℂ W : ℂ) := by
  have hproj : LinearMap.IsProj W (toLin' P) :=
    ⟨fun v => by simpa using hP.maps v, fun v hv => by simpa using hP.fixes v hv⟩
  rw [← hproj.trace, LinearMap.trace_eq_matrix_trace ℂ (Pi.basisFun ℂ n),
    LinearMap.toMatrix_eq_toMatrix', LinearMap.toMatrix'_toLin']

/-- Schur's lemma: a matrix that commutes with all `U_g` and preserves the irreducible
subspace `W` acts on `W` as a scalar. -/
theorem schur (hW : IsIrreducible U W) {A : Matrix n n ℂ} (hc : ∀ g, U g * A = A * U g)
    (hA : ∀ v ∈ W, A *ᵥ v ∈ W) : ∃ c : ℂ, ∀ v ∈ W, A *ᵥ v = c • v := by
  have : Nontrivial W := Submodule.nontrivial_iff_ne_bot.mpr hW.ne_bot
  have hA' : ∀ v ∈ W, toLin' A v ∈ W := fun v hv => by simpa using hA v hv
  obtain ⟨c, hev⟩ := Module.End.exists_eigenvalue ((toLin' A).restrict hA')
  obtain ⟨w, hw⟩ := hev.exists_hasEigenvector
  have hAw : A *ᵥ (w : n → ℂ) = c • (w : n → ℂ) := by
    have h := congrArg Subtype.val hw.apply_eq_smul
    exact h
  -- the eigenspace inside `W` is invariant and nonzero
  obtain ⟨E, hE⟩ : ∃ E : Submodule ℂ (n → ℂ), ∀ v, v ∈ E ↔ v ∈ W ∧ A *ᵥ v = c • v :=
    ⟨W ⊓ Module.End.eigenspace (toLin' A) c, fun v => by
      rw [Submodule.mem_inf, Module.End.mem_eigenspace_iff, toLin'_apply]⟩
  have hinv : IsInvariant U E := fun g v hv => (hE _).mpr ⟨hW.invariant g v ((hE v).mp hv).1, by
    rw [mulVec_mulVec, ← hc, ← mulVec_mulVec, ((hE v).mp hv).2, mulVec_smul]⟩
  rcases hW.minimal E (fun v hv => ((hE v).mp hv).1) hinv with h | h
  · have hm := (hE w).mpr ⟨w.2, hAw⟩
    rw [h, Submodule.mem_bot] at hm
    exact absurd (Subtype.ext hm) hw.2
  · exact ⟨c, fun v hv => ((hE v).mp (by rw [h]; exact hv)).2⟩

/-- If `F` is covariant at the state average `D` over an irreducible subspace `W`, and `F D`
is Hermitian and preserves `W`, then `F D` acts on `W` as one real number, `tr (F D * D)`. -/
theorem state_average_degenerate (hU : ∀ g, U g ∈ unitaryGroup n ℂ) (hW : IsIrreducible U W)
    (hP : IsProjector P W) (F : Matrix n n ℂ → Matrix n n ℂ)
    (hcov : ∀ g, F (rotate U g (stateAverage P W)) = rotate U g (F (stateAverage P W)))
    (hherm : (F (stateAverage P W)).IsHermitian)
    (hpres : ∀ v ∈ W, F (stateAverage P W) *ᵥ v ∈ W) :
    ∃ ε : ℝ, (∀ v ∈ W, F (stateAverage P W) *ᵥ v = (ε : ℂ) • v) ∧
      (F (stateAverage P W) * stateAverage P W).trace = ε := by
  have hD : ∀ g, rotate U g (stateAverage P W) = stateAverage P W := fun g => by
    have h := projector_invariant hU hW.invariant hP g
    unfold rotate at h
    unfold stateAverage rotate
    rw [Matrix.mul_smul, Matrix.smul_mul, h]
  have hn : (finrank ℂ W : ℂ) ≠ 0 :=
    Nat.cast_ne_zero.mpr fun h => hW.ne_bot (Submodule.finrank_eq_zero.mp h)
  have hD1 : (stateAverage P W).trace = 1 := by
    rw [stateAverage, trace_smul, trace_projector hP, smul_eq_mul, inv_mul_cancel₀ hn]
  have hDh : (stateAverage P W)ᴴ = stateAverage P W := by
    simp [stateAverage, conjTranspose_smul, hP.herm.eq]
  have hDW : ∀ v, stateAverage P W *ᵥ v ∈ W := fun v => by
    rw [stateAverage, smul_mulVec]
    exact W.smul_mem _ (hP.maps v)
  generalize stateAverage P W = D at *
  -- invariance of `D` and covariance of `F` make `F D` commute with the group
  have hcomm : ∀ g, U g * F D = F D * U g := fun g => by
    have h1 : (U g)ᴴ * U g = 1 := mem_unitaryGroup_iff'.mp (hU g)
    calc U g * F D = U g * F D * ((U g)ᴴ * U g) := by rw [h1, mul_one]
      _ = rotate U g (F D) * U g := by simp only [rotate, mul_assoc]
      _ = F D * U g := by rw [← hcov g, hD g]
  obtain ⟨c, hc⟩ := schur hW hcomm hpres
  have hAD : F D * D = c • D := matrix_ext fun v => by
    rw [← mulVec_mulVec, smul_mulVec, hc _ (hDW v)]
  have htr : (F D * D).trace = c := by rw [hAD, trace_smul, hD1, smul_eq_mul, mul_one]
  -- the trace of a product of two Hermitian matrices is real
  have hstar : star c = c := by
    rw [← htr, ← trace_conjTranspose, conjTranspose_mul, hDh, hherm.eq, trace_mul_comm]
  have hre : (c.re : ℂ) = c := Complex.conj_eq_iff_re.mp hstar
  exact ⟨c.re, by rw [hre]; exact hc, by rw [hre]; exact htr⟩

/-- In an irreducible subspace of dimension at least two, the projector `|ψ⟩⟨ψ|` of a unit
vector does not commute with all `U_g`. -/
theorem pure_state_breaks_symmetry (hW : IsIrreducible U W) (hdim : 2 ≤ finrank ℂ W)
    {ψ : n → ℂ} (hψ : ψ ∈ W) (hn : star ψ ⬝ᵥ ψ = 1) :
    ¬ ∀ g, U g * vecMulVec ψ (star ψ) = vecMulVec ψ (star ψ) * U g := by
  intro hcomm
  have hρ : ∀ v, vecMulVec ψ (star ψ) *ᵥ v = (star ψ ⬝ᵥ v) • ψ := fun v => by
    ext i
    simp only [mulVec, dotProduct, vecMulVec_apply, Pi.smul_apply, smul_eq_mul, Finset.sum_mul]
    exact Finset.sum_congr rfl fun j _ => by ring
  obtain ⟨c, hc⟩ := schur hW hcomm fun v _ => by rw [hρ]; exact W.smul_mem _ hψ
  have h := hc ψ hψ
  rw [hρ, hn, one_smul] at h
  have h2 : star ψ ⬝ᵥ ψ = star ψ ⬝ᵥ (c • ψ) := congrArg _ h
  rw [dotProduct_smul, hn, smul_eq_mul, mul_one] at h2
  -- the rank-one projector is the identity on `W`, so `W` lies on the line through `ψ`
  have hle : W ≤ Submodule.span ℂ {ψ} := fun v hv =>
    Submodule.mem_span_singleton.mpr ⟨star ψ ⬝ᵥ v, by rw [← hρ, hc v hv, ← h2, one_smul]⟩
  have h0 : ψ ≠ 0 := by
    rintro rfl
    simp at hn
  have h3 := Submodule.finrank_mono hle
  rw [finrank_span_singleton h0] at h3
  omega

/-- Permutations of the sites of a three-site ring, as permutation matrices. -/
def ringRep : Equiv.Perm (Fin 3) →* Matrix (Fin 3) (Fin 3) ℂ where
  toFun σ := Matrix.of fun i j => if i = σ j then 1 else 0
  map_one' := by
    ext i j
    simp [one_apply]
    rfl
  map_mul' σ τ := by
    ext i j
    simp only [mul_apply, of_apply, mul_ite, mul_one, mul_zero, Finset.sum_ite_eq',
      Finset.mem_univ, if_true, Equiv.Perm.mul_apply]
    rfl

/-- The vectors on the ring whose site amplitudes sum to zero. -/
def ringPlane : Submodule ℂ (Fin 3 → ℂ) where
  carrier := {v | ∑ i, v i = 0}
  add_mem' := fun {a b} ha hb => by simp_all [Finset.sum_add_distrib]
  zero_mem' := by simp
  smul_mem' := fun c v hv => by simp_all [← Finset.mul_sum]

/-- The matrix with `2/3` on the diagonal and `-1/3` elsewhere. -/
def ringProj : Matrix (Fin 3) (Fin 3) ℂ := !![2/3, -1/3, -1/3; -1/3, 2/3, -1/3; -1/3, -1/3, 2/3]

/-- Mean-field matrix of a density `X`: hopping `-1`, site occupations on the diagonal. -/
def ringFock (X : Matrix (Fin 3) (Fin 3) ℂ) : Matrix (Fin 3) (Fin 3) ℂ :=
  Matrix.of fun i j => if i = j then X i i else -1

/-- A site permutation relabels the components of vectors and of matrices. -/
lemma ringRep_apply (σ : Equiv.Perm (Fin 3)) :
    (∀ u, ringRep σ *ᵥ u = fun i => u (σ.symm i)) ∧
      ∀ X i j, rotate ringRep σ X i j = X (σ.symm i) (σ.symm j) := by
  have he : ∀ i j, ringRep σ i j = if j = σ.symm i then 1 else 0 := fun i j => by
    show (if i = σ j then (1 : ℂ) else 0) = _
    exact if_congr (by rw [Equiv.eq_symm_apply]; exact eq_comm) rfl rfl
  refine ⟨fun u => funext fun i => ?_, fun X i j => ?_⟩ <;>
    simp only [mulVec, dotProduct, rotate, mul_apply, conjTranspose_apply, he,
      apply_ite (star : ℂ → ℂ), star_one, star_zero, ite_mul, mul_ite, one_mul, zero_mul,
      mul_one, mul_zero, Finset.sum_ite_eq', Finset.mem_univ, if_true]

/-- The sum-zero plane is irreducible under site permutations. -/
lemma ringPlane_irreducible : IsIrreducible ringRep ringPlane := by
  have hm : ∀ v, v ∈ ringPlane ↔ v 0 + v 1 + v 2 = 0 := fun v => by
    rw [← Fin.sum_univ_three]; rfl
  refine ⟨fun h => ?_, fun σ v hv => ?_, fun E hE hinv => or_iff_not_imp_left.mpr fun h0 => ?_⟩
  · have h1 : ![1, -1, 0] ∈ ringPlane := (hm _).mpr (by simp)
    rw [h, Submodule.mem_bot] at h1
    simpa using congrFun h1 0
  · rw [(ringRep_apply σ).1]
    exact (Equiv.sum_comp σ.symm v).trans hv
  · have s1 : ∀ u ∈ E, ![u 1, u 0, u 2] ∈ E := fun u hu => by
      convert hinv (Equiv.swap 0 1) u hu using 1
      rw [(ringRep_apply _).1]; ext i; fin_cases i <;> rfl
    have s2 : ∀ u ∈ E, ![u 0, u 2, u 1] ∈ E := fun u hu => by
      convert hinv (Equiv.swap 1 2) u hu using 1
      rw [(ringRep_apply _).1]; ext i; fin_cases i <;> rfl
    have key : ∀ u ∈ E, u 0 ≠ u 1 → ![1, -1, 0] ∈ E := fun u hu hne => by
      have hd := sub_ne_zero.mpr hne
      convert E.smul_mem (u 0 - u 1)⁻¹ (E.sub_mem hu (s1 u hu)) using 1
      ext i; fin_cases i
      · show (1 : ℂ) = (u 0 - u 1)⁻¹ * (u 0 - u 1)
        rw [inv_mul_cancel₀ hd]
      · show (-1 : ℂ) = (u 0 - u 1)⁻¹ * (u 1 - u 0)
        rw [← neg_sub (u 0) (u 1), mul_neg, inv_mul_cancel₀ hd]
      · show (0 : ℂ) = (u 0 - u 1)⁻¹ * (u 2 - u 2)
        rw [sub_self, mul_zero]
    obtain ⟨v, hv, hv0⟩ := (Submodule.ne_bot_iff E).mp h0
    have hd : ![1, -1, 0] ∈ E := by
      by_contra hd
      have a : v 0 = v 1 := by_contra fun h => hd (key v hv h)
      have b : v 0 = v 2 := by_contra fun h => hd (key _ (s2 v hv) h)
      have c := (hm v).mp (hE hv)
      have d : v 0 = 0 := by linear_combination (c + a + b) / 3
      apply hv0
      ext i; fin_cases i <;> simp [← a, ← b, d]
    refine le_antisymm hE fun w hw => ?_
    have c : w 0 = -w 1 - w 2 := by linear_combination (hm w).mp hw
    convert E.add_mem (E.smul_mem (-w 1) hd) (E.smul_mem (-w 2) (s2 _ hd)) using 1
    ext i; fin_cases i <;> simp [c, sub_eq_add_neg]

/-- The three-site ring with its sum-zero plane, of dimension two, and its mean-field matrix
meets the hypotheses of the degeneracy theorem. -/
theorem state_average_degenerate_witness :
    (∀ σ, ringRep σ ∈ unitaryGroup (Fin 3) ℂ) ∧ IsIrreducible ringRep ringPlane ∧
    IsProjector ringProj ringPlane ∧ finrank ℂ ringPlane = 2 ∧
    (∀ σ X, ringFock (rotate ringRep σ X) = rotate ringRep σ (ringFock X)) ∧
    (ringFock (stateAverage ringProj ringPlane)).IsHermitian ∧
    ∀ v ∈ ringPlane, ringFock (stateAverage ringProj ringPlane) *ᵥ v ∈ ringPlane := by
  have hm : ∀ v, v ∈ ringPlane ↔ v 0 + v 1 + v 2 = 0 := fun v => by
    rw [← Fin.sum_univ_three]; rfl
  have hP : IsProjector ringProj ringPlane := by
    refine ⟨?_, fun v => (hm _).mpr ?_, fun v hv => ?_⟩
    · ext i j; fin_cases i <;> fin_cases j <;> simp [ringProj]
    · simp [ringProj, mulVec, dotProduct, Fin.sum_univ_three]; ring
    · have c := (hm v).mp hv
      ext i; fin_cases i <;> simp [ringProj, mulVec, dotProduct, Fin.sum_univ_three] <;>
        linear_combination (-1 / 3) * c
  have h2 : finrank ℂ ringPlane = 2 := by
    have h : ringProj.trace = 2 := by simp [ringProj, trace_fin_three]; norm_num
    rw [trace_projector hP] at h
    exact_mod_cast h
  have hF : ringFock (stateAverage ringProj ringPlane) =
      !![1/3, -1, -1; -1, 1/3, -1; -1, -1, 1/3] := by
    ext i j
    fin_cases i <;> fin_cases j <;> simp [ringFock, stateAverage, h2, ringProj] <;> norm_num
  refine ⟨fun σ => ?_, ringPlane_irreducible, hP, h2, fun σ X => ?_, ?_, fun v hv => ?_⟩
  · have h : rotate ringRep σ 1 = 1 := by
      ext i j; rw [(ringRep_apply σ).2]; simp [one_apply]
    rw [rotate, mul_one] at h
    exact mem_unitaryGroup_iff.mpr h
  · ext i j
    by_cases h : i = j <;> simp [ringFock, (ringRep_apply σ).2, h]
  · rw [hF]; ext i j; fin_cases i <;> fin_cases j <;> simp
  · rw [hF, hm]
    simp [mulVec, dotProduct, Fin.sum_univ_three]
    linear_combination (-5 / 3) * (hm v).mp hv

end

end StateAveragedDegeneracy
```

```lean
#print axioms StateAveragedDegeneracy.state_average_degenerate
-- 'StateAveragedDegeneracy.state_average_degenerate' depends on axioms: [propext, Classical.choice, Quot.sound]
#print axioms StateAveragedDegeneracy.pure_state_breaks_symmetry
-- 'StateAveragedDegeneracy.pure_state_breaks_symmetry' depends on axioms: [propext, Classical.choice, Quot.sound]
```

## How the definitions carry the physics

The representation is a monoid homomorphism `U : G →* Matrix n n ℂ`, where `n` is the finite index set of an orthonormal basis and `G` is any group, finite or not. Unitarity is the separate hypothesis `hU`. `IsIrreducible U W` says that $W$ is nonzero and invariant and has no invariant complex subspace other than $0$ and $W$. `IsProjector P W` characterises $P$ as Hermitian, mapping into $W$ and fixing $W$. `stateAverage P W` is $D$, normalised to unit trace, and `rotate U g X` is $U_gXU_g^\dagger$.

In `state_average_degenerate`, `F` is an arbitrary function on matrices, with no linearity or continuity. `hcov` is covariance, required only at $D$; since $D$ is invariant, it amounts to $F(D)$ commuting with every $U_g$, and it holds in particular when the construction of $F$ treats symmetry-equivalent sites and directions alike. `hherm` makes $F(D)$ an observable, and `hpres` says that it does not couple $W$ to the rest of the space. The conclusion is the displayed pair of equations with `ε : ℝ`. In `pure_state_breaks_symmetry`, `vecMulVec ψ (star ψ)` is $\psi\psi^\dagger$, `hn` is $\psi^\dagger\psi=1$ and `hdim` is $d\ge2$. This theorem makes no use of unitarity.

## The lemmas against steps 1 to 6

`adjoint_eq` is step 1. `projector_invariant` is step 2: `hPQ` and `hQP` are the two product identities, and `congrArg conjTranspose hPQ` takes the adjoint. `trace_projector` gives $\operatorname{tr}P=d$. `schur` is step 4; it obtains $c$ from `Module.End.exists_eigenvalue` on the restriction, shows invariance of $E$ in `hinv`, and splits on `hW.minimal`, where the eigenvector `w` excludes $E=0$. In the main theorem `hD` passes invariance from $P$ to $D$, `hcomm` is step 3, and `hAD`, `htr`, `hstar` are step 5. In the pure-state theorem `h2` is $1=c$ and `hle` is $W\subseteq\operatorname{span}\psi$.

`state_average_degenerate_witness` shows that the ring meets all hypotheses. `ringRep` represents the six site permutations, `ringPlane` is the sum-zero plane with $d=2$, and `ringFock` is the mean-field matrix above, covariant at every matrix $X$. For irreducibility, a vector $u$ of an invariant subspace with $u_0\ne u_1$ yields the unnormalised $(1,-1,0)$ after subtracting its swapped copy and dividing by $u_0-u_1$. A sum-zero vector with all components equal vanishes, and $(1,-1,0)$ with its image $(1,0,-1)$ spans the plane.

## Smallest cases

For $d=1$ one has $D=P=\psi\psi^\dagger$ for a unit $\psi\in W$. The first theorem then reads $\varepsilon=\psi^\dagger F(D)\psi$, and step 2 shows that this pure state is invariant under a unitary $U$, so the second theorem needs $d\ge2$. On the ring, $D$ has occupation $1/3$ on each site and $(F(D)v)_i=\tfrac13v_i-\sum_{j\ne i}v_j=\tfrac43v_i$ on the plane. The values $4/3$, $3/2$ and $7/6$ are arithmetic done in this note and appear in no theorem statement.

## Assumptions that a code must still meet

Covariance, Hermiticity and preservation of $W$ are assumed, not derived. Preservation is a real restriction when the same irreducible representation occurs more than once in the basis, since an operator that commutes with the group may mix the copies; it holds when $W$ is spanned by eigenvectors of $F(D)$, as at self-consistency. Nothing is proved about the existence or convergence of such a solution, or about rounding error and approximate symmetry.

Irreducibility is over $\mathbb C$ and the symmetries are linear. Under the three cyclic rotations of the ring alone, the plane splits into two invariant lines, so degeneracies that rest on time reversal are not covered. The result concerns one geometry and says nothing on the conical shape of the surfaces nearby or on intersections that symmetry does not force. The second theorem is about $\psi\psi^\dagger$ itself: it does not assert that $F(\psi\psi^\dagger)$ splits the level, and a constant $F$ equal to the identity does not.
